# For $N\ge 1$, the trace of $p^2+x^4$ over the first $N$ oscillator states is smallest at $w^3=2N+1/N$

Before diagonalizing $H=p^2+x^4$ in a truncated harmonic-oscillator basis, one has to choose the basis frequency $w$. One criterion is to minimize the trace of the $N\times N$ matrix. This trace is the sum of the approximate levels, each of which, by the variational principle, lies on or above the corresponding exact level. For this one-particle, one-dimensional model the best $w$ has a closed form.

## States, operators and units

Units have $\hbar=1$, and the kinetic energy is $p^2$, not $p^2/2$. The basis of frequency $w>0$ consists of the eigenstates $|n\rangle$ of $p^2+w^2x^2$, with $n=0,1,2,\dots$ The name follows the convention for $(p^2+w^2x^2)/2$, which has the same eigenstates and level spacing $w$; the levels of $p^2+w^2x^2$ itself are $2w$ apart.

```lean
import Mathlib

open Filter Topology

namespace QuarticOscillatorBasis

noncomputable section
```

A state is represented by its complex amplitudes $c_n$ over the number basis.

```lean
/-- Complex amplitudes of a state over the number basis. -/
abbrev Amplitudes := ℕ → ℂ
```

The ladder operators need the factors $\sqrt n$, and `ket n` is $|n\rangle$, with amplitude 1 at position $n$ and 0 elsewhere.

```lean
/-- The ladder factor, the square root of `n`. -/
def root (n : ℕ) : ℂ := ((Real.sqrt (n : ℝ) : ℝ) : ℂ)

/-- The number state with `n` quanta. -/
def ket (n : ℕ) : Amplitudes := fun j => if j = n then 1 else 0
```

The lowering operator $a$ acts by $(ac)_n=\sqrt{n+1}\,c_{n+1}$.

```lean
/-- The lowering operator `a`, acting on amplitudes. -/
def lowering : Module.End ℂ Amplitudes where
  toFun c := fun n => root (n + 1) * c (n + 1)
  map_add' c d := by
    funext n
    change root (n + 1) * (c (n + 1) + d (n + 1))
      = root (n + 1) * c (n + 1) + root (n + 1) * d (n + 1)
    ring
  map_smul' t c := by
    funext n
    change root (n + 1) * (t * c (n + 1)) = t * (root (n + 1) * c (n + 1))
    ring
```

The raising operator $a^\dagger$ acts by $(a^\dagger c)_0=0$ and $(a^\dagger c)_{k+1}=\sqrt{k+1}\,c_k$.

```lean
/-- The raising operator `a†`, acting on amplitudes. -/
def raising : Module.End ℂ Amplitudes where
  toFun c := fun n => match n with
    | 0 => 0
    | k + 1 => root (k + 1) * c k
  map_add' c d := by
    funext n
    cases n with
    | zero => change (0 : ℂ) = 0 + 0; ring
    | succ k =>
      change root (k + 1) * (c k + d k) = root (k + 1) * c k + root (k + 1) * d k
      ring
  map_smul' t c := by
    funext n
    cases n with
    | zero => change (0 : ℂ) = t * 0; ring
    | succ k =>
      change root (k + 1) * (t * c k) = t * (root (k + 1) * c k)
      ring
```

Position and momentum are
$$x=\frac{a+a^\dagger}{\sqrt{2w}},\qquad p=i\sqrt{\frac w2}\,(a^\dagger-a).$$

```lean
/-- Position `x = (a + a†) / √(2w)` in the basis of frequency `w`. -/
def position (w : ℝ) : Module.End ℂ Amplitudes :=
  (((Real.sqrt (2 * w))⁻¹ : ℝ) : ℂ) • (lowering + raising)

/-- Momentum `p = i √(w/2) (a† - a)` in the basis of frequency `w`. -/
def momentum (w : ℝ) : Module.End ℂ Amplitudes :=
  (Complex.I * ((Real.sqrt (w / 2) : ℝ) : ℂ)) • (raising - lowering)
```

The Hamiltonian is $p^2+x^4$, with powers meaning repeated application. Its argument `w` selects the representation, not a different physical system.

```lean
/-- The quartic oscillator `p² + x⁴`, written in the basis of frequency `w`. -/
def hamiltonian (w : ℝ) : Module.End ℂ Amplitudes := momentum w ^ 2 + position w ^ 4
```

The diagonal element $\langle n|H|n\rangle$ is the $n$-th amplitude of $H|n\rangle$. `basisTrace w N` sums these over $n<N$ and takes the real part, which loses nothing because part (f) shows that the elements are real.

```lean
/-- The real part of the sum of the first `N` diagonal elements of the Hamiltonian. -/
def basisTrace (w : ℝ) (N : ℕ) : ℝ :=
  (∑ n ∈ Finset.range N, (hamiltonian w (ket n)) n).re
```

The candidate for the best frequency is $(2N+1/N)^{1/3}$.

```lean
/-- The frequency `(2N + 1/N)^(1/3)`. -/
def optFrequency (N : ℕ) : ℝ := (2 * (N : ℝ) + 1 / (N : ℝ)) ^ (1 / 3 : ℝ)
```

The amplitude space contains every complex sequence, normalizable or not. The model is algebraic: it does not treat the inner product, self-adjointness or the physical energy spectrum, and it does not construct the basis functions in position space.

## (a) The square of the ladder factor

**Task.** Show that $\sqrt n\,\sqrt n=n$ as complex numbers.

**Solution.** Since $n\ge0$, this is the defining property of the real square root, carried over to $\mathbb C$.

```lean
/-- The ladder factor squares to the number of quanta. -/
theorem root_sq (n : ℕ) : root n * root n = (n : ℂ) := by
  rw [root, ← Complex.ofReal_mul, Real.mul_self_sqrt (Nat.cast_nonneg n)]
  simp
```

## (b) Raising a number state

**Task.** Show that $a^\dagger|n\rangle=\sqrt{n+1}\,|n+1\rangle$.

**Solution.** Amplitude 0 of the left side vanishes. Amplitude $k+1$ is $\sqrt{k+1}$ times amplitude $k$ of $|n\rangle$, so only $k=n$ survives. The proof compares amplitudes in these same two cases.

```lean
/-- The raising operator adds one quantum to a number state, with factor `√(n+1)`. -/
theorem raising_ket (n : ℕ) : raising (ket n) = root (n + 1) • ket (n + 1) := by
  funext j
  cases j with
  | zero =>
    change (0 : ℂ) = root (n + 1) * (if 0 = n + 1 then 1 else 0)
    simp
  | succ k =>
    change root (k + 1) * (if k = n then 1 else 0)
      = root (n + 1) * (if k + 1 = n + 1 then 1 else 0)
    by_cases h : k = n
    · subst h; simp
    · simp [h]
```

## (c) Lowering a number state

**Task.** Show that $a|0\rangle=0$ and $a|n+1\rangle=\sqrt{n+1}\,|n\rangle$.

**Solution.** Amplitude $j$ of $ac$ is $\sqrt{j+1}\,c_{j+1}$. For $c=|0\rangle$ every $c_{j+1}$ is zero; for $c=|n+1\rangle$ only $j=n$ contributes.

```lean
/-- The lowering operator sends the number state with no quanta to zero and removes one quantum from
every other number state, with factor `√(n+1)` when `n + 1` quanta are present. -/
theorem lowering_ket : lowering (ket 0) = 0 ∧
    ∀ n, lowering (ket (n + 1)) = root (n + 1) • ket n := by
  constructor
  · funext j
    change root (j + 1) * (if j + 1 = 0 then 1 else 0) = 0
    simp
  · intro n
    funext j
    change root (j + 1) * (if j + 1 = n + 1 then 1 else 0)
      = root (n + 1) * (if j = n then 1 else 0)
    by_cases h : j = n
    · subst h; simp
    · simp [h]
```

## (d) The canonical commutator at every frequency

**Task.** Show that $[x,p]=i$ for every $w>0$.

**Solution.** On amplitudes, $(aa^\dagger c)_n=(n+1)c_n$ and $(a^\dagger a c)_n=n\,c_n$, so $[a,a^\dagger]=1$. Then
$$[x,p]=\frac{i}{\sqrt{2w}}\sqrt{\frac w2}\,[a+a^\dagger,a^\dagger-a]=\frac i2\cdot 2=i.$$

In the proof, `hL` is the ladder commutator and `hst` is the product of prefactors, from which $w$ cancels. The final `linear_combination` joins the two on an arbitrary state.

```lean
/-- Position and momentum obey `[x, p] = i` for every basis frequency `w > 0`. -/
theorem canonical_commutation {w : ℝ} (hw : 0 < w) :
    position w * momentum w - momentum w * position w = Complex.I • 1 := by
  -- the ladder operators satisfy `[a, a†] = 1`
  have hL : lowering * raising - raising * lowering = 1 := by
    ext1 c
    funext n
    cases n with
    | zero =>
      change root (0 + 1) * (root (0 + 1) * c 0) - 0 = c 0
      have h : root (0 + 1) * root (0 + 1) = 1 := by simp [root_sq]
      linear_combination c 0 * h
    | succ k =>
      change root (k + 1 + 1) * (root (k + 1 + 1) * c (k + 1))
        - root (k + 1) * (root (k + 1) * c (k + 1)) = c (k + 1)
      have h1 := root_sq (k + 1 + 1)
      have h2 := root_sq (k + 1)
      rw [Nat.cast_add, Nat.cast_one] at h1
      linear_combination c (k + 1) * h1 - c (k + 1) * h2

  -- the frequency cancels between the two prefactors
  have hs : Real.sqrt (2 * w) ≠ 0 := (Real.sqrt_pos.mpr (by positivity)).ne'
  have h : (Real.sqrt (2 * w))⁻¹ * Real.sqrt (w / 2) = 1 / 2 := by
    have h' : Real.sqrt (w / 2) = Real.sqrt (2 * w) / 2 := by
      rw [show w / 2 = 2 * w / 2 ^ 2 by ring, Real.sqrt_div' _ (by norm_num),
        Real.sqrt_sq (by norm_num)]
    rw [h']
    field_simp
  have hst : (((Real.sqrt (2 * w))⁻¹ : ℝ) : ℂ)
      * (Complex.I * ((Real.sqrt (w / 2) : ℝ) : ℂ)) = Complex.I / 2 := by
    rw [mul_left_comm, ← Complex.ofReal_mul, h]
    push_cast
    ring
  -- evaluate the commutator on an arbitrary state, amplitude by amplitude
  ext1 c
  funext n
  have hcn : lowering (raising c) n - raising (lowering c) n = c n :=
    congrFun (LinearMap.congr_fun hL c) n
  change (position w (momentum w c)) n - (momentum w (position w c)) n
    = Complex.I * c n
  simp only [position, momentum, LinearMap.smul_apply, LinearMap.add_apply,
    LinearMap.sub_apply, map_smul, map_add, map_sub, Pi.smul_apply, Pi.add_apply,
    Pi.sub_apply, smul_eq_mul]
  linear_combination (2 * ((((Real.sqrt (2 * w))⁻¹ : ℝ) : ℂ)
    * (Complex.I * ((Real.sqrt (w / 2) : ℝ) : ℂ)))) * hcn + 2 * c n * hst
```

## (e) Diagonal elements of the ladder polynomials

**Task.** Find the diagonal elements of $(a^\dagger-a)^2$ and $(a+a^\dagger)^4$.

**Solution.** In $(a^\dagger-a)^2=a^{\dagger2}-a^\dagger a-aa^\dagger+a^2$ only the middle terms preserve $n$, which gives $-(2n+1)$. For the quartic term,
$$(a+a^\dagger)^2|n\rangle=\sqrt{(n+1)(n+2)}\,|n+2\rangle+(2n+1)|n\rangle+\sqrt{n(n-1)}\,|n-2\rangle,$$
where the last term is absent for $n=0,1$. Applying $(a+a^\dagger)^2$ again and collecting the returns to $|n\rangle$ gives
$$(n+1)(n+2)+(2n+1)^2+n(n-1)=6n^2+6n+3.$$

In a program, truncating $x$ to an $N\times N$ matrix first and then taking its fourth power does not reproduce all of these diagonal elements. Paths that climb above level $N-1$ and come back are lost, so the last diagonal elements are wrong. At $N=1$ the truncated $x$ is zero, although $\langle0|x^4|0\rangle=3/(4w^2)$. Here the operators act on the full sequence, and only the final sum is cut off.

The proof treats $n=0$, $n=1$ and $n=k+2$ separately, because the two lowest levels lack some downward paths. In each case `simp` follows the ladder steps, and `linear_combination` replaces the squared factors by integers, using part (a).

```lean
/-- Diagonal elements of `(a† - a)²` and `(a + a†)⁴` in the number basis. -/
theorem ladder_diag (n : ℕ) :
    ((raising - lowering) ((raising - lowering) (ket n))) n = -(2 * (n : ℂ) + 1) ∧
    ((lowering + raising) ((lowering + raising) ((lowering + raising)
      ((lowering + raising) (ket n))))) n = 6 * (n : ℂ) ^ 2 + 6 * n + 3 := by
  have hl : ∀ (c : Amplitudes) m, lowering c m = root (m + 1) * c (m + 1) :=
    fun _ _ => rfl
  have hr0 : ∀ c : Amplitudes, raising c 0 = 0 := fun _ => rfl
  have hr : ∀ (c : Amplitudes) m, raising c (m + 1) = root (m + 1) * c m :=
    fun _ _ => rfl
  have hk : ∀ m j, ket m j = if j = m then 1 else 0 := fun _ _ => rfl
  have h1 : root 1 * root 1 = 1 := by simp [root_sq]
  have h2 : root 2 * root 2 = 2 := by simp [root_sq]
  have h3 : root 3 * root 3 = 3 := by simp [root_sq]
  -- the two lowest levels lack some downward paths and are treated separately
  rcases n with _ | _ | k
  · constructor
    · simp [raising_ket, lowering_ket.1, lowering_ket.2, hk]
      first | linear_combination h1 | linear_combination -h1
    · simp [raising_ket, lowering_ket.1, lowering_ket.2, hk]
      linear_combination root 2 ^ 2 * h1 + h2 + (root 1 ^ 2 + 1) * h1
  · constructor
    · simp [raising_ket, lowering_ket.1, lowering_ket.2, hr, hk]
      first | linear_combination -h1 - h2 | linear_combination h1 + h2
    · simp [raising_ket, lowering_ket.1, lowering_ket.2, hl, hr0, hr, hk]
      linear_combination root 3 ^ 2 * h2 + 2 * h3
        + (root 1 ^ 2 + root 2 ^ 2 + 3) * (h1 + h2)
  · have hA : root (k + 1) * root (k + 1) = (k : ℂ) + 1 := by simp [root_sq]
    have hB : root (k + 2) * root (k + 2) = (k : ℂ) + 2 := by simp [root_sq]
    have hC : root (k + 3) * root (k + 3) = (k : ℂ) + 3 := by simp [root_sq]
    have hD : root (k + 4) * root (k + 4) = (k : ℂ) + 4 := by simp [root_sq]
    constructor
    · simp [raising_ket, lowering_ket.2, hl, hr, hk, Nat.add_assoc]
      first | linear_combination -hB - hC | linear_combination hB + hC
    · simp [raising_ket, lowering_ket.2, hl, hr, hk, Nat.add_assoc]
      linear_combination root (k + 4) ^ 2 * hC + ((k : ℂ) + 3) * hD
        + (root (k + 2) ^ 2 + root (k + 3) ^ 2 + 2 * (k : ℂ) + 5) * (hB + hC)
        + root (k + 2) ^ 2 * hA + ((k : ℂ) + 1) * hB
```

## (f) Diagonal elements of the quartic Hamiltonian

**Task.** For $w>0$, find $\langle n|H|n\rangle$.

**Solution.** The prefactors give $p^2=-\tfrac w2(a^\dagger-a)^2$ and $x^4=(a+a^\dagger)^4/(4w^2)$. With part (e),
$$\langle n|H|n\rangle=w\left(n+\tfrac12\right)+\frac{6n^2+6n+3}{4w^2}.$$

The steps `hp` and `hx` are the two prefactors; the long rewrite then inserts the ladder results. The right-hand side is a real number read as a complex one, so the statement also says that the element is real.

```lean
/-- The diagonal elements of `p² + x⁴` in the number basis of frequency `w`. -/
theorem hamiltonian_diag {w : ℝ} (hw : 0 < w) (n : ℕ) :
    (hamiltonian w (ket n)) n =
      ((w * (n + 1 / 2) + (6 * (n : ℝ) ^ 2 + 6 * n + 3) / (4 * w ^ 2) : ℝ) : ℂ) := by
  have hp : (Complex.I * ((Real.sqrt (w / 2) : ℝ) : ℂ)) ^ 2 = -((w / 2 : ℝ) : ℂ) := by
    rw [mul_pow, Complex.I_sq, ← Complex.ofReal_pow, Real.sq_sqrt (by positivity)]
    ring
  have hx : ((Real.sqrt (2 * w))⁻¹) ^ 4 = 1 / (4 * w ^ 2) := by
    rw [inv_pow, show Real.sqrt (2 * w) ^ 4 = (Real.sqrt (2 * w) ^ 2) ^ 2 by ring,
      Real.sq_sqrt (by positivity), one_div]
    congr 1
    ring
  have h4 : (lowering + raising) ^ 4 = (lowering + raising) * ((lowering + raising)
      * ((lowering + raising) * (lowering + raising))) := by
    simp only [pow_succ, pow_zero, one_mul, mul_assoc]
  rw [hamiltonian, momentum, position, smul_pow, smul_pow, hp, ← Complex.ofReal_pow, hx,
    pow_two (raising - lowering), h4, LinearMap.add_apply, Pi.add_apply,
    LinearMap.smul_apply, LinearMap.smul_apply, Pi.smul_apply, Pi.smul_apply,
    smul_eq_mul, smul_eq_mul, Module.End.mul_apply, Module.End.mul_apply,
    Module.End.mul_apply, Module.End.mul_apply, (ladder_diag n).1, (ladder_diag n).2]
  push_cast
  ring
```

## (g) The sum over the first N levels

**Task.** Sum these elements over $n<N$.

**Solution.** We have $\sum_{n<N}(n+\tfrac12)=N^2/2$ and
$$\sum_{n<N}(6n^2+6n+3)=(N-1)N(2N-1)+3N(N-1)+3N=2N^3+N.$$
Writing $T_N(w)$ for the trace,
$$T_N(w)=\frac{wN^2}{2}+\frac{2N^3+N}{4w^2}.$$

The proof uses induction on $N$: raising $N$ by one adds exactly the element with $n=N$.

```lean
/-- The sum of the first `N` diagonal elements as a function of the basis frequency. -/
theorem basisTrace_eq {w : ℝ} (hw : 0 < w) (N : ℕ) :
    basisTrace w N = w * (N : ℝ) ^ 2 / 2 + (2 * (N : ℝ) ^ 3 + N) / (4 * w ^ 2) := by
  rw [basisTrace, Complex.re_sum]
  simp only [hamiltonian_diag hw, Complex.ofReal_re]
  induction N with
  | zero => simp
  | succ N ih =>
    rw [Finset.sum_range_succ, ih]
    push_cast
    ring
```

## (h) The unique best frequency

**Task.** For $N\ge1$, minimize $T_N(w)$ over $w>0$.

**Solution.** Setting the derivative $N^2/2-(2N^3+N)/(2w^3)$ to zero gives $w^3=2N+1/N$. Call this root $v$. Then $2N^3+N=N^2v^3$, so $T_N(v)=\tfrac34N^2v$ and
$$T_N(w)-T_N(v)=\frac{N^2(2w^3-3vw^2+v^3)}{4w^2}=\frac{N^2(w-v)^2(2w+v)}{4w^2}.$$
This is positive for every $w>0$ other than $v$, so the minimum is global and unique. For $N=0$ the sum is empty and no frequency is preferred.

The theorem states four things: $v$ is positive, its cube is $2N+1/N$, the trace there is $\tfrac34N^2v$, and every other positive frequency gives a strictly larger trace. The proof needs no derivative; `hd` is the factorization above, and `hpos` is its positivity.

```lean
/-- For `N ≥ 1` the sum of the first `N` diagonal elements has a unique minimum over
`w > 0`, at `w³ = 2N + 1/N`, with value `(3/4) N² w`. -/
theorem optFrequency_unique_min {N : ℕ} (hN : 1 ≤ N) :
    0 < optFrequency N ∧ optFrequency N ^ 3 = 2 * (N : ℝ) + 1 / N ∧
    basisTrace (optFrequency N) N = 3 / 4 * (N : ℝ) ^ 2 * optFrequency N ∧
    ∀ w : ℝ, 0 < w → w ≠ optFrequency N →
      basisTrace (optFrequency N) N < basisTrace w N := by
  have hn : (0 : ℝ) < N := by exact_mod_cast hN
  have hv : 0 < optFrequency N := Real.rpow_pos_of_pos (by positivity) _
  have hc : optFrequency N ^ 3 = 2 * (N : ℝ) + 1 / N := by
    rw [optFrequency, ← Real.rpow_natCast, ← Real.rpow_mul (by positivity)]
    norm_num
  generalize optFrequency N = v at *
  have hi : (N : ℝ) * (1 / N) = 1 := mul_one_div_cancel hn.ne'
  have hB : 2 * (N : ℝ) ^ 3 + N = (N : ℝ) ^ 2 * v ^ 3 := by
    linear_combination -(N : ℝ) ^ 2 * hc - (N : ℝ) * hi
  have hval : basisTrace v N = 3 / 4 * (N : ℝ) ^ 2 * v := by
    have h : (N : ℝ) ^ 2 * v ^ 3 / (4 * v ^ 2) = (N : ℝ) ^ 2 * v / 4 := by
      rw [div_eq_div_iff (by positivity) (by norm_num)]
      ring
    rw [basisTrace_eq hv, hB, h]
    ring
  refine ⟨hv, hc, hval, fun w hw hne => ?_⟩
  rw [hval, basisTrace_eq hw, hB]
  -- the excess over the minimum contains the square of the detuning
  have hd : w * (N : ℝ) ^ 2 / 2 + (N : ℝ) ^ 2 * v ^ 3 / (4 * w ^ 2)
      - 3 / 4 * (N : ℝ) ^ 2 * v
      = (N : ℝ) ^ 2 * (w - v) ^ 2 * (2 * w + v) / (4 * w ^ 2) := by
    first
      | (field_simp; ring)
      | field_simp
  have hsq : 0 < (w - v) ^ 2 :=
    lt_of_le_of_ne (sq_nonneg _) (pow_ne_zero 2 (sub_ne_zero.mpr hne)).symm
  have hpos : 0 < (N : ℝ) ^ 2 * (w - v) ^ 2 * (2 * w + v) / (4 * w ^ 2) :=
    div_pos (mul_pos (mul_pos (by positivity) hsq) (by positivity)) (by positivity)
  linarith
```

## (i) Growth of the best frequency with basis size

**Task.** Find the limit of $v/N^{1/3}$ as $N\to\infty$.

**Solution.** For $N\ge1$,
$$\frac{v}{N^{1/3}}=\left(\frac{2N+1/N}{N}\right)^{1/3}=\left(2+\frac1{N^2}\right)^{1/3}\longrightarrow 2^{1/3}.$$
Under the trace criterion, a basis eight times larger therefore calls for roughly twice the frequency once $N$ is large.

In Lean, `Tendsto … atTop (𝓝 …)` expresses the limit. The proof takes the limit of $2+1/N^2$, applies continuity of the power, and uses the identity above for all $N\ge1$.

```lean
/-- The optimal frequency divided by `N^(1/3)` tends to `2^(1/3)` as the basis grows. -/
theorem optFrequency_scaling :
    Tendsto (fun N : ℕ => optFrequency N / (N : ℝ) ^ (1 / 3 : ℝ)) atTop
      (𝓝 ((2 : ℝ) ^ (1 / 3 : ℝ))) := by
  have h0 : Tendsto (fun N : ℕ => 1 / (N : ℝ)) atTop (𝓝 0) :=
    tendsto_one_div_atTop_nhds_zero_nat
  have h1 : Tendsto (fun N : ℕ => 2 + 1 / (N : ℝ) * (1 / (N : ℝ))) atTop (𝓝 2) := by
    simpa using (h0.mul h0).const_add 2
  refine (h1.rpow_const (p := (1 / 3 : ℝ)) (Or.inl (by norm_num))).congr' ?_
  filter_upwards [eventually_ge_atTop 1] with N hN
  have hn : (0 : ℝ) < N := by exact_mod_cast hN
  have hi : (N : ℝ) * (1 / N) = 1 := mul_one_div_cancel hn.ne'
  rw [optFrequency, ← Real.div_rpow (by positivity) hn.le]
  congr 1
  linear_combination (-2) * hi

end

end QuarticOscillatorBasis
```

```lean
#print axioms QuarticOscillatorBasis.canonical_commutation
-- 'QuarticOscillatorBasis.canonical_commutation' depends on axioms: [propext, Classical.choice, Quot.sound]
#print axioms QuarticOscillatorBasis.basisTrace_eq
-- 'QuarticOscillatorBasis.basisTrace_eq' depends on axioms: [propext, Classical.choice, Quot.sound]
#print axioms QuarticOscillatorBasis.optFrequency_unique_min
-- 'QuarticOscillatorBasis.optFrequency_unique_min' depends on axioms: [propext, Classical.choice, Quot.sound]
#print axioms QuarticOscillatorBasis.optFrequency_scaling
-- 'QuarticOscillatorBasis.optFrequency_scaling' depends on axioms: [propext, Classical.choice, Quot.sound]
```
